# A bound on the error of the Debye scattering sum when pair distances are binned and self distances kept

The Debye sum adds f_i f_j sinc(q r_ij) over all ordered pairs of a finite set of atoms, self terms included, with real scattering factors f_i and no normalisation. The lemma says that, for q ≥ 0, if every self distance is kept and every other distance moves by at most w/2, as when distances are put in bins of width w and read off at the bin centres, the sum changes by at most (q w/4)((∑|f_i|)² − ∑f_i²). The distances are any real numbers r_ij and b_ij, and they need not come from positions in space. The proof uses the fact that sinc is Lipschitz with constant 1/2 to bound the change pair by pair, notes that the self terms do not change, and adds up the rest.

This version doesn't compile in Lean 4 with Mathlib:

```lean
import Mathlib

open MeasureTheory

namespace DebyeSumBinningErrorOfSelf

noncomputable section

/-- The cosine changes by no more than its argument does. -/
theorem abs_cos_sub_cos_le (a b : ℝ) : |Real.cos a - Real.cos b| ≤ |a - b| := by
  -- the bound |sin u| ≤ |u| follows from 1 - x²/2 ≤ cos x at x = 2u
  have hsin : ∀ u : ℝ, |Real.sin u| ≤ |u| := by
    intro u
    have h : 1 - (2 * u) ^ 2 / 2 ≤ Real.cos (2 * u) := Real.one_sub_sq_div_two_le_cos
    rw [Real.cos_two_mul] at h
    have h' := Real.sin_sq_add_cos_sq u
    exact sq_le_sq.mp (by nlinarith)
  have h1 := Real.abs_sin_le_one ((a + b) / 2)
  have h2 := hsin ((a - b) / 2)
  calc |Real.cos a - Real.cos b|
      = 2 * (|Real.sin ((a + b) / 2)| * |Real.sin ((a - b) / 2)|) := by
        rw [Real.cos_sub_cos, abs_mul, abs_mul, abs_neg, abs_two]
        ring
    _ ≤ 2 * (1 * |(a - b) / 2|) := by gcongr
    _ = |a - b| := by
        rw [abs_div, abs_two]
        ring

/-- The function sinc is an average of cosines: sinc x is the integral of cos (x t) over
t from 0 to 1. -/
theorem sinc_eq_integral (x : ℝ) :
    Real.sinc x = ∫ t in (0 : ℝ)..1, Real.cos (x * t) := by
  rcases eq_or_ne x 0 with rfl | hx
  · simp
  · have hd : ∀ t ∈ Set.uIcc (0 : ℝ) 1,
        HasDerivAt (fun t => Real.sin (x * t) / x) (Real.cos (x * t)) t := by
      intro t _
      have h := (((hasDerivAt_id' t).const_mul x).sin).div_const x
      refine h.congr_deriv ?_
      field_simp
    have hi : IntervalIntegrable (fun t => Real.cos (x * t)) volume 0 1 :=
      Continuous.intervalIntegrable (by fun_prop) 0 1
    rw [Real.sinc_of_ne_zero hx, intervalIntegral.integral_eq_sub_of_hasDerivAt hd hi]
    simp

/-- The function sinc is Lipschitz on the real line with constant 1/2. -/
theorem abs_sinc_sub_sinc_le (x y : ℝ) :
    |Real.sinc x - Real.sinc y| ≤ |x - y| / 2 := by
  have hi : ∀ z : ℝ, IntervalIntegrable (fun t => Real.cos (z * t)) volume 0 1 :=
    fun z => Continuous.intervalIntegrable (by fun_prop) 0 1
  have hg : IntervalIntegrable (fun t : ℝ => |x - y| * t) volume 0 1 :=
    Continuous.intervalIntegrable (by fun_prop) 0 1
  -- compare the two cosine averages at each t
  have hb : ‖∫ t in (0 : ℝ)..1, (Real.cos (x * t) - Real.cos (y * t))‖
      ≤ ∫ t in (0 : ℝ)..1, |x - y| * t := by
    refine intervalIntegral.norm_integral_le_of_norm_le zero_le_one
      (Filter.Eventually.of_forall fun t ht => ?_) hg
    have h := abs_cos_sub_cos_le (x * t) (y * t)
    rw [← sub_mul, abs_mul, abs_of_pos ht.1] at h
    exact h
  rw [intervalIntegral.integral_sub (hi x) (hi y), ← sinc_eq_integral, ← sinc_eq_integral,
    intervalIntegral.integral_const_mul, integral_id, Real.norm_eq_abs] at hb
  exact hb.trans_eq (by ring)

variable {ι : Type*} [Fintype ι]

/-- The Debye sum of f_i f_j sinc (q r_ij) over all ordered pairs of atoms, self terms
included. -/
def debyeSum (q : ℝ) (f : ι → ℝ) (r : ι → ι → ℝ) : ℝ :=
  ∑ i, ∑ j, f i * f j * Real.sinc (q * r i j)

/-- For q ≥ 0, replacing the distances r_ij by b_ij changes the Debye sum by at most the sum of
|f_i| |f_j| (q / 2) |r_ij - b_ij| over all ordered pairs, self terms included. -/
theorem abs_debyeSum_sub_le {q : ℝ} (hq : 0 ≤ q) (f : ι → ℝ) (r b : ι → ι → ℝ) :
    |debyeSum q f r - debyeSum q f b|
      ≤ ∑ i, ∑ j, |f i| * |f j| * (q / 2 * |r i j - b i j|) := by
  simp only [debyeSum, ← Finset.sum_sub_distrib]
  refine (Finset.abs_sum_le_sum_abs _ _).trans (Finset.sum_le_sum fun i _ => ?_)
  refine (Finset.abs_sum_le_sum_abs _ _).trans (Finset.sum_le_sum fun j _ => ?_)
  rw [← mul_sub, abs_mul, abs_mul]
  have h := abs_sinc_sub_sinc_le (q * r i j) (q * b i j)
  rw [← mul_sub, abs_mul, abs_of_nonneg hq] at h
  exact mul_le_mul_of_nonneg_left (h.trans_eq (by ring)) (by positivity)

variable [DecidableEq ι]

/-- For q ≥ 0, if the self distances are kept and every other distance moves by at most w/2,
the Debye sum changes by at most (q w / 4) ((∑ |f_i|)² - ∑ f_i²). -/
theorem debyeSum_binning_error_of_self {q w : ℝ} (hq : 0 ≤ q) (f : ι → ℝ)
    (r b : ι → ι → ℝ) (hself : ∀ i, r i i = b i i)
    (h : ∀ i j, i ≠ j → |r i j - b i j| ≤ w / 2) :
    |debyeSum q f r - debyeSum q f b|
      ≤ q * w / 4 * ((∑ i, |f i|) ^ 2 - ∑ i, f i ^ 2) := by
  have hdiag : ∑ i, f i ^ 2 = ∑ i, ∑ j, if i = j then f i * f j else 0 := by
    simp [pow_two]
  calc |debyeSum q f r - debyeSum q f b|
      ≤ ∑ i, ∑ j, |f i| * |f j| * (q / 2 * |r i j - b i j|) := abs_debyeSum_sub_le hq f r b
    _ ≤ ∑ i, ∑ j, (|f i| * |f j| - if i = j then f i * f j else 0) * (q * w / 4) := by
        refine Finset.sum_le_sum fun i _ => Finset.sum_le_sum fun j _ => ?_
        by_cases hij : i = j
        · subst hij
          simp [hself]
        · rw [if_neg hij, sub_zero]
          have h' := mul_le_mul_of_nonneg_left (h i j hij) (half_pos two_pos |>.le.trans
            (le_refl _) |> fun _ => div_nonneg hq (zero_le_two (α := ℝ)))
          exact mul_le_mul_of_nonneg_left (h'.trans_eq (by ring)) (by positivity)
    _ = q * w / 4 * ((∑ i, |f i|) ^ 2 - ∑ i, f i ^ 2) := by
        simp only [← Finset.sum_mul, Finset.sum_sub_distrib]
        rw [← Finset.sum_mul_sum, ← hdiag]
        ring

end

end DebyeSumBinningErrorOfSelf
```

Lean reports:

```
Main.lean:104:69: error: Application type mismatch: The argument
  two_pos
has type
  @OfNat.ofNat ?m.425 0 (@Zero.toOfNat0 ?m.425 AddMonoidWithOne.toAddMonoid.toAddZeroClass.toZero) < 2
but is expected to have type
  @OfNat.ofNat ?m.441 0 (@Zero.toOfNat0 ?m.441 instMulZeroClassOfSemiring.toZero) < ?m.423
in the application
  half_pos two_pos
```

What went wrong. To bound a pair of distinct atoms, the proof multiplies the bound on the distance by q/2, and so needs 0 ≤ q/2. The failing term does contain a proof of this, `div_nonneg hq ...`, but first it builds another fact from `half_pos two_pos` and pipes it into `fun _ => ...`, which throws it away. Since nothing uses that fact, nothing says which type of numbers it is about. The message shows the result: the type is still an unknown (`?m.425`, `?m.441`), and the 0 in `two_pos` and the 0 that `half_pos` expects come from different instances, which Lean cannot match while the type is open.

The repair drops the discarded fact. It proves `hq2 : 0 ≤ q / 2` from `hq` by `linarith` and hands it straight to `mul_le_mul_of_nonneg_left`, so every number involved is real from the start. The new `h4` only gives a name and a stated type to the inequality that the old last line built in place, and this is tidying.

The change, after which it compiles:

```diff
@@ -102,7 +102,8 @@
           simp [hself]
         · rw [if_neg hij, sub_zero]
-          have h' := mul_le_mul_of_nonneg_left (h i j hij) (half_pos two_pos |>.le.trans
-            (le_refl _) |> fun _ => div_nonneg hq (zero_le_two (α := ℝ)))
-          exact mul_le_mul_of_nonneg_left (h'.trans_eq (by ring)) (by positivity)
+          have hq2 : 0 ≤ q / 2 := by linarith
+          have h' := mul_le_mul_of_nonneg_left (h i j hij) hq2
+          have h4 : q / 2 * |r i j - b i j| ≤ q * w / 4 := h'.trans_eq (by ring)
+          exact mul_le_mul_of_nonneg_left h4 (by positivity)
     _ = q * w / 4 * ((∑ i, |f i|) ^ 2 - ∑ i, f i ^ 2) := by
         simp only [← Finset.sum_mul, Finset.sum_sub_distrib]
```
